# The implicit midpoint rule for a positive semidefinite quadratic Hamiltonian is solvable, symplectic and energy-conserving at every time step

## Harmonic motion and the midpoint step

Let z = (q, p) collect the positions and momenta of a finite system. Its energy is quadratic, with a real symmetric matrix S:

H(z) = ½ z·Sz.

With the block matrix J = (0, 1; −1, 0), Hamilton's equations dq/dt = ∂H/∂p and dp/dt = −∂H/∂q become

dz/dt = JSz.

The implicit midpoint rule with time step h evaluates the right-hand side at the average of the old point z₀ and the new point z₁:

z₁ = z₀ + h JS (z₀ + z₁)/2.

Since z₁ stands on both sides, each step is defined by a linear system for z₁. Can solving it fail, and what does the step preserve?

Write X = (h/2)JS, P = 1 − X and Q = 1 + X. The rule then reads P z₁ = Q z₀, and if P is invertible, z₁ = M z₀ with M = P⁻¹Q.

## What is claimed for semidefinite S

The main theorem, `midpoint_symplectic_and_conserving`, says that for positive semidefinite S and every real h, P is invertible and

MᵀJM = J,  MᵀSM = S.

The first identity says that M is symplectic, the second that it preserves the energy form. Positive definite S is included, and so are free particles, for which S has zero eigenvalues.

In Lean, `n` is a finite index type that labels the degrees of freedom, not a number. Phase space is `n ⊕ n → ℝ`, positions first. The matrix M is `midpointMatrix S h`, invertibility is `IsUnit`, and `S.PosSemidef` includes the symmetry of S. The relation `IsMidpointStep` states the implicit rule itself, without an inverse. The differential equation motivates the definitions but does not appear in the theorems, which concern the discrete step and say nothing about its accuracy.

For a harmonic model of a molecule with positive definite S, which requires that free overall translation and rotation have been removed, energy conservation confines the iterates to an ellipsoid, so a stiff vibration cannot blow up at any step size. Real force fields are anharmonic, and for a general H the midpoint rule does not conserve the energy exactly.

## Why the linear solve succeeds

Since Jᵀ = −J, every vector y satisfies y·Jy = −y·Jy, hence y·Jy = 0.

Suppose Px = 0, so that x = (h/2)JSx. With y = Sx,

x·Sx = (h/2)(Jy)·y = 0.

For any vector v and real t, semidefiniteness gives

0 ≤ (x + tv)·S(x + tv) = 2t v·Sx + t² v·Sv.

This holds for small t of both signs only if v·Sx = 0. Taking v = Sx gives Sx = 0, and then x = (h/2)JSx = 0. A square matrix with trivial kernel is invertible.

## Why both forms are preserved

Let K be any matrix with (JS)ᵀK + K(JS) = 0. Multiplying by h/2 gives XᵀK + KX = 0. Expanding,

QᵀKQ = K + (XᵀK + KX) + XᵀKX,
PᵀKP = K − (XᵀK + KX) + XᵀKX,

so the two are equal. P and Q commute, hence MP = P⁻¹QP = Q, and

Pᵀ(MᵀKM)P = QᵀKQ = PᵀKP.

Cancelling Pᵀ and P leaves MᵀKM = K. Both choices of K satisfy the condition, because (JS)ᵀ = −SJ and J² = −1:

K = J: −SJJ + JJS = S − S = 0,
K = S: −SJS + SJS = 0.

## Energy conservation without an inverse

Let m = (z₀ + z₁)/2. The rule says z₁ − z₀ = hJSm, so

0 = (z₁ − z₀)·Sm = ½ z₁·Sz₁ − ½ z₀·Sz₀ = H(z₁) − H(z₀),

where the mixed terms cancel by the symmetry of S. Definiteness plays no part. `energy_conserved` states this for every infinite sequence of points linked by midpoint steps; it does not claim that such a sequence exists from a given start.

For indefinite S the solve can indeed fail. The inverted oscillator H = (p² − q²)/2 has JS = (0, 1; 1, 0), and at h = 2 the matrix P annihilates the direction q = p. Symmetry of S, even together with invertibility of S, is therefore not enough for solvability at every h.

## One oscillator as the smallest example

For one degree of freedom and S = ω·1 with ω > 0, put a = hω/2. Since J² = −1,

M = (1 + aJ)²/(1 + a²) = cos θ + J sin θ,  θ = 2 arctan a.

The step is a rotation in phase space, so the energy is exact. The true angle is ωh, which for h > 0 is larger than θ: the numerical oscillator runs slow.

## The Lean file

```lean
import Mathlib

open scoped Matrix

namespace ImplicitMidpoint

noncomputable section

variable {n : Type*} [Fintype n] [DecidableEq n]

/-- The canonical symplectic matrix on phase space, positions first and momenta second. -/
def J : Matrix (n ⊕ n) (n ⊕ n) ℝ := Matrix.fromBlocks 0 1 (-1) 0

/-- The quadratic Hamiltonian `H(z) = z·Sz / 2`. -/
def energy (S : Matrix (n ⊕ n) (n ⊕ n) ℝ) (z : n ⊕ n → ℝ) : ℝ :=
  (1 / 2) * (z ⬝ᵥ S *ᵥ z)

/-- The implicit midpoint rule with time step `h` for the linear equation `dz/dt = J S z`, which is
Hamilton's equation when `S` is symmetric: the right-hand side is evaluated at the average of the
old point `z₀` and the new point `z₁`. -/
def IsMidpointStep (S : Matrix (n ⊕ n) (n ⊕ n) ℝ) (h : ℝ) (z₀ z₁ : n ⊕ n → ℝ) : Prop :=
  z₁ = z₀ + h • (J *ᵥ (S *ᵥ ((1 / 2 : ℝ) • (z₀ + z₁))))

/-- The one-step matrix `(1 - (h/2) J S)⁻¹ (1 + (h/2) J S)`, meaningful when
`1 - (h/2) J S` is invertible. -/
def midpointMatrix (S : Matrix (n ⊕ n) (n ⊕ n) ℝ) (h : ℝ) : Matrix (n ⊕ n) (n ⊕ n) ℝ :=
  (1 - (h / 2) • (J * S))⁻¹ * (1 + (h / 2) • (J * S))

omit [Fintype n] in
/-- The symplectic matrix is antisymmetric. -/
theorem J_transpose : (J : Matrix (n ⊕ n) (n ⊕ n) ℝ)ᵀ = -J := by
  simp [J, Matrix.fromBlocks_transpose, Matrix.fromBlocks_neg]

/-- The symplectic matrix squares to minus the identity. -/
theorem J_mul_J : (J : Matrix (n ⊕ n) (n ⊕ n) ℝ) * J = -1 := by
  rw [J, Matrix.fromBlocks_multiply, ← Matrix.fromBlocks_one, Matrix.fromBlocks_neg]
  simp

/-- The symplectic form of a phase-space vector with itself vanishes. -/
theorem dotProduct_J_self (y : n ⊕ n → ℝ) : y ⬝ᵥ J *ᵥ y = 0 := by
  have h : y ⬝ᵥ J *ᵥ y = -(y ⬝ᵥ J *ᵥ y) := by
    conv_lhs => rw [Matrix.dotProduct_mulVec, ← Matrix.mulVec_transpose, J_transpose,
      Matrix.neg_mulVec, neg_dotProduct, dotProduct_comm]
  linarith

/-- For a positive semidefinite Hamiltonian matrix the linear system of the midpoint rule
is solvable at every time step `h`. -/
theorem isUnit_of_posSemidef {S : Matrix (n ⊕ n) (n ⊕ n) ℝ} (hS : S.PosSemidef) (h : ℝ) :
    IsUnit (1 - (h / 2) • (J * S)) := by
  rw [Matrix.isUnit_iff_isUnit_det, isUnit_iff_ne_zero]
  intro hdet
  obtain ⟨x, hx0, hx⟩ := Matrix.exists_mulVec_eq_zero_iff.2 hdet
  have hx' : x = (h / 2) • (J *ᵥ (S *ᵥ x)) := by
    rw [Matrix.sub_mulVec, Matrix.one_mulVec, Matrix.smul_mulVec,
      ← Matrix.mulVec_mulVec] at hx
    exact sub_eq_zero.1 hx
  -- a kernel vector has zero energy, because J is antisymmetric
  have hq : x ⬝ᵥ S *ᵥ x = 0 := by
    calc x ⬝ᵥ S *ᵥ x = ((h / 2) • (J *ᵥ (S *ᵥ x))) ⬝ᵥ (S *ᵥ x) :=
          congrArg (fun v => v ⬝ᵥ (S *ᵥ x)) hx'
      _ = 0 := by rw [smul_dotProduct, dotProduct_comm, dotProduct_J_self, smul_zero]
  have hSx : S *ᵥ x = 0 :=
    (hS.dotProduct_mulVec_zero_iff x).1 (by rw [star_trivial]; exact hq)
  exact hx0 (by rw [hx', hSx, Matrix.mulVec_zero, smul_zero])

/-- When `1 - (h/2) J S` is invertible, the implicit midpoint rule has exactly one solution,
obtained by applying the one-step matrix to the old point. -/
theorem isMidpointStep_iff {S : Matrix (n ⊕ n) (n ⊕ n) ℝ} {h : ℝ}
    (hP : IsUnit (1 - (h / 2) • (J * S))) (z₀ z₁ : n ⊕ n → ℝ) :
    IsMidpointStep S h z₀ z₁ ↔ z₁ = midpointMatrix S h *ᵥ z₀ := by
  have hdet := (Matrix.isUnit_iff_isUnit_det _).1 hP
  -- collect the unknown new point on the left
  have e : IsMidpointStep S h z₀ z₁ ↔
      (1 - (h / 2) • (J * S)) *ᵥ z₁ = (1 + (h / 2) • (J * S)) *ᵥ z₀ := by
    simp only [IsMidpointStep, Matrix.sub_mulVec, Matrix.add_mulVec, Matrix.smul_mulVec,
      Matrix.one_mulVec, ← Matrix.mulVec_mulVec, Matrix.mulVec_smul, Matrix.mulVec_add]
    constructor <;> intro hz <;> linear_combination (norm := module) hz
  rw [e]
  constructor
  · intro hz
    rw [midpointMatrix, ← Matrix.mulVec_mulVec, ← hz, Matrix.mulVec_mulVec,
      Matrix.nonsing_inv_mul _ hdet, Matrix.one_mulVec]
  · intro hz
    rw [hz, Matrix.mulVec_mulVec, midpointMatrix, Matrix.mul_nonsing_inv_cancel_left _ _ hdet]

/-- If `1 - (h/2) J S` is invertible, every bilinear form `K` conserved by the exact linear
flow, `(JS)ᵀ K + K (JS) = 0`, is also conserved by the midpoint step. -/
theorem midpointMatrix_preserves {S K : Matrix (n ⊕ n) (n ⊕ n) ℝ} {h : ℝ}
    (hP : IsUnit (1 - (h / 2) • (J * S))) (hK : (J * S)ᵀ * K + K * (J * S) = 0) :
    (midpointMatrix S h)ᵀ * K * midpointMatrix S h = K := by
  have key : ∀ (a : ℝ) (A B : Matrix (n ⊕ n) (n ⊕ n) ℝ), B * K + K * A = 0 →
      (1 + a • B) * K * (1 + a • A) = (1 - a • B) * K * (1 - a • A) := by
    intro a A B hAB
    simp only [add_mul, mul_add, sub_mul, mul_sub, smul_mul_assoc, mul_smul_comm,
      one_mul, mul_one]
    linear_combination (norm := module) (2 * a) • hAB
  have hdet := (Matrix.isUnit_iff_isUnit_det _).1 hP
  have hPt : IsUnit (1 - (h / 2) • (J * S))ᵀ :=
    (Matrix.isUnit_iff_isUnit_det _).2 (by rw [Matrix.det_transpose]; exact hdet)
  -- the two factors of the one-step matrix commute
  have hMP : midpointMatrix S h * (1 - (h / 2) • (J * S)) = 1 + (h / 2) • (J * S) := by
    have hc : (1 + (h / 2) • (J * S)) * (1 - (h / 2) • (J * S))
        = (1 - (h / 2) • (J * S)) * (1 + (h / 2) • (J * S)) := by
      generalize (h / 2) • (J * S) = X
      simp only [add_mul, mul_add, sub_mul, mul_sub, one_mul, mul_one]
      abel
    rw [midpointMatrix, Matrix.mul_assoc, hc, Matrix.nonsing_inv_mul_cancel_left _ _ hdet]
  apply hPt.mul_left_cancel
  apply hP.mul_right_cancel
  calc (1 - (h / 2) • (J * S))ᵀ * ((midpointMatrix S h)ᵀ * K * midpointMatrix S h)
        * (1 - (h / 2) • (J * S))
      = (midpointMatrix S h * (1 - (h / 2) • (J * S)))ᵀ * K
        * (midpointMatrix S h * (1 - (h / 2) • (J * S))) := by
        rw [Matrix.transpose_mul]
        simp only [Matrix.mul_assoc]
    _ = (1 - (h / 2) • (J * S))ᵀ * K * (1 - (h / 2) • (J * S)) := by
        rw [hMP, Matrix.transpose_add, Matrix.transpose_sub, Matrix.transpose_smul,
          Matrix.transpose_one]
        exact key _ _ _ hK

/-- For a positive semidefinite Hamiltonian matrix `S` and any real time step, the midpoint
rule is solvable, its one-step matrix is symplectic, and it preserves the form `S`. -/
theorem midpoint_symplectic_and_conserving {S : Matrix (n ⊕ n) (n ⊕ n) ℝ}
    (hS : S.PosSemidef) (h : ℝ) :
    IsUnit (1 - (h / 2) • (J * S)) ∧
      (midpointMatrix S h)ᵀ * J * midpointMatrix S h = J ∧
      (midpointMatrix S h)ᵀ * S * midpointMatrix S h = S := by
  have hP := isUnit_of_posSemidef hS h
  have hT : Sᵀ = S := by
    rw [← Matrix.conjTranspose_eq_transpose_of_trivial]
    exact hS.isHermitian
  refine ⟨hP, midpointMatrix_preserves hP ?_, midpointMatrix_preserves hP ?_⟩
  · rw [Matrix.transpose_mul, hT, J_transpose, ← Matrix.mul_assoc J J S,
      Matrix.mul_assoc S, neg_mul, J_mul_J]
    simp
  · rw [Matrix.transpose_mul, hT, J_transpose]
    noncomm_ring

/-- For symmetric `S`, definite or not, the energy is constant along every sequence of
phase-space points linked by implicit midpoint steps. -/
theorem energy_conserved {S : Matrix (n ⊕ n) (n ⊕ n) ℝ} (hS : Sᵀ = S) {h : ℝ}
    {z : ℕ → n ⊕ n → ℝ} (hz : ∀ k, IsMidpointStep S h (z k) (z (k + 1))) (k : ℕ) :
    energy S (z k) = energy S (z 0) := by
  induction k with
  | zero => rfl
  | succ k ih =>
    rw [← ih]
    have hsym : z k ⬝ᵥ S *ᵥ z (k + 1) = z (k + 1) ⬝ᵥ S *ᵥ z k := by
      rw [Matrix.dotProduct_mulVec, ← Matrix.mulVec_transpose, hS, dotProduct_comm]
    have hd : z (k + 1) - z k
        = h • (J *ᵥ (S *ᵥ ((1 / 2 : ℝ) • (z k + z (k + 1))))) :=
      sub_eq_iff_eq_add'.2 (hz k)
    -- the displacement is orthogonal to the energy gradient at the midpoint
    have h0 : (z (k + 1) - z k) ⬝ᵥ (S *ᵥ ((1 / 2 : ℝ) • (z k + z (k + 1)))) = 0 := by
      rw [hd, smul_dotProduct, dotProduct_comm, dotProduct_J_self, smul_zero]
    simp only [Matrix.mulVec_smul, Matrix.mulVec_add, dotProduct_smul, dotProduct_add,
      sub_dotProduct, smul_eq_mul] at h0
    unfold energy
    linarith

/-- For the inverted oscillator `H = (p² - q²)/2` the matrix `1 - (h/2) J S` is singular
at the time step `h = 2`. -/
theorem inverted_oscillator_singular :
    ¬ IsUnit (1 - ((2 : ℝ) / 2) •
      (J * Matrix.fromBlocks (-1) 0 0 1 : Matrix (Fin 1 ⊕ Fin 1) (Fin 1 ⊕ Fin 1) ℝ)) := by
  have hJS : (J * Matrix.fromBlocks (-1) 0 0 1 : Matrix (Fin 1 ⊕ Fin 1) (Fin 1 ⊕ Fin 1) ℝ)
      = Matrix.fromBlocks 0 1 1 0 := by
    simp [J, Matrix.fromBlocks_multiply]
  rw [hJS, Matrix.isUnit_iff_isUnit_det, isUnit_iff_ne_zero, not_not]
  -- the growing direction q = p is the kernel
  refine Matrix.exists_mulVec_eq_zero_iff.1 ⟨fun _ => 1, fun h => ?_, ?_⟩
  · simpa using congrFun h (Sum.inl 0)
  · rw [Matrix.sub_mulVec, Matrix.one_mulVec, Matrix.smul_mulVec]
    ext i
    rcases i with i | i <;> fin_cases i <;>
      simp [Matrix.mulVec, dotProduct, Fintype.sum_sum_type]

end

end ImplicitMidpoint
```

```lean
#print axioms ImplicitMidpoint.isMidpointStep_iff
-- 'ImplicitMidpoint.isMidpointStep_iff' depends on axioms: [propext, Classical.choice, Quot.sound]
#print axioms ImplicitMidpoint.midpoint_symplectic_and_conserving
-- 'ImplicitMidpoint.midpoint_symplectic_and_conserving' depends on axioms: [propext, Classical.choice, Quot.sound]
#print axioms ImplicitMidpoint.energy_conserved
-- 'ImplicitMidpoint.energy_conserved' depends on axioms: [propext, Classical.choice, Quot.sound]
#print axioms ImplicitMidpoint.inverted_oscillator_singular
-- 'ImplicitMidpoint.inverted_oscillator_singular' depends on axioms: [propext, Classical.choice, Quot.sound]
```

## How the lemmas carry the argument

`J_transpose`, `J_mul_J` and `dotProduct_J_self` supply the three facts about J. In `isUnit_of_posSemidef`, a vanishing determinant yields a nonzero kernel vector `x`; `hq` shows that x·Sx = 0, and Mathlib's `dotProduct_mulVec_zero_iff` replaces the argument with t above.

`isMidpointStep_iff` connects the implicit rule to the matrix. Its intermediate equivalence `e` is the rearrangement to P z₁ = Q z₀, after which the inverse is applied in one direction and removed in the other.

In `midpointMatrix_preserves`, `key` is the comparison of the two expansions, with `A` and `B` standing for JS and its transpose. `hMP` is MP = Q, and the two `apply` lines cancel Pᵀ on the left and P on the right. The main theorem then checks the condition on K for J and for S.

`energy_conserved` is an induction over steps: `h0` is the orthogonality relation and `hsym` the equality of the mixed terms. `inverted_oscillator_singular` computes JS and exhibits the constant vector 1 as a kernel vector.

## Symplecticity as group membership

The symplectic property could also be expressed as membership in Mathlib's `Matrix.symplecticGroup`. That definition uses the opposite sign of J and the condition MJMᵀ = J, which is equivalent for square matrices. The group structure would then give the symplecticity of many successive steps directly, while the explicit identity used here stays closer to the textbook form.
